# A fifth Crank–Nicolson iteration can destabilise the evolution of an energy eigenstate that three or four leave stable

Set $\hbar=1$. For a time-independent Hamiltonian $H$ and a time step $\tau$, the Crank–Nicolson update $\psi'$ of a state $\psi$ solves $\psi'=\psi-\tfrac{i\tau}{2}H(\psi+\psi')$. Iterating this equation from $\psi_0=\psi$ avoids a linear solve:

$$\psi_{k+1}=\psi-\tfrac{i\tau}{2}H(\psi+\psi_k).$$

The scalar version, for a real number $b$, is

$$x_0=1,\qquad x_{k+1}=1-ib(1+x_k).$$

The index $k$ counts applications of the update, so $x_1=1-2ib$ is the explicit Euler factor. "Stable" means that one full time step does not increase the modulus or norm.

```lean
import Mathlib

open Complex

namespace IteratedCrankNicolson

noncomputable section
```

The scalar $x_k$ is `amp b k`, with $b$ real and the value complex.

```lean
/-- Amplification factor after `k` iterations of the Crank-Nicolson fixed-point equation,
for the dimensionless half step `b`. -/
def amp (b : ℝ) : ℕ → ℂ
  | 0 => 1
  | k + 1 => 1 - I * b * (1 + amp b k)
```

The vector $\psi_k$ is `iterate H τ ψ k`. Here `V` is any complex normed space and `H` any complex-linear map on it; neither an inner product nor Hermiticity is required.

```lean
/-- The iterated Crank-Nicolson update of a state `ψ` under the Hamiltonian `H` with time
step `τ`: the midpoint average is rebuilt from the previous iterate. -/
def iterate {V : Type*} [NormedAddCommGroup V] [NormedSpace ℂ V]
    (H : V →ₗ[ℂ] V) (τ : ℝ) (ψ : V) : ℕ → V
  | 0 => ψ
  | k + 1 => ψ - (I * ((τ / 2 : ℝ) : ℂ)) • H (ψ + iterate H τ ψ k)
```

## (a) Solve the recursion

Show that for every $k\ge 0$

$$(1+ib)\,x_k=(1-ib)-2(-ib)^{k+1}.$$

**Solution.** At $k=0$ the right side is $1-ib+2ib=1+ib$. If the formula holds at $k$, then

$$\begin{aligned}(1+ib)x_{k+1}&=(1+ib)(1-ib)-ib\,(1+ib)x_k\\&=(1+ib)(1-ib)-ib(1-ib)+2ib(-ib)^{k+1}\\&=(1-ib)-2(-ib)^{k+2}.\end{aligned}$$

The Lean induction does the same: its last line multiplies the induction hypothesis `ih` by $-ib$.

```lean
/-- Closed form of the iterates: `1 + ib` times the `k`-th iterate is the Crank-Nicolson numerator
`1 - ib` minus twice the power `k + 1` of `-ib`. -/
theorem amp_closed (b : ℝ) (k : ℕ) :
    (1 + I * b) * amp b k = (1 - I * b) - 2 * (-(I * b)) ^ (k + 1) := by
  induction k with
  | zero => simp only [amp]; ring
  | succ k ih =>
    rw [pow_succ (-(I * (b : ℂ))) (k + 1)]
    simp only [amp]
    linear_combination (-(I * (b : ℂ))) * ih
```

## (b) Find the period of the phase

Show that for all natural numbers $m,r$

$$(-ib)^{4m+r}=b^{4m}(-ib)^r.$$

**Solution.** Since $(-i)^4=1$, we have $(-ib)^4=b^4$. Raise this to the power $m$ and multiply by $(-ib)^r$.

The device that carries the algebra here and in (d) and (e) is `linear_combination`. It subtracts a stated multiple of a known equation from the goal and asks `ring` to confirm that nothing is left. To `ring`, `I` is only a letter, so $i^2=-1$ must be supplied as `I_sq`. In this case

$$b^4i^4-b^4=b^4(i^2-1)(i^2+1),$$

and the coefficient of `I_sq` in the code is exactly $b^4(i^2-1)$.

```lean
/-- Raising the exponent of a power of `-ib` by `4m` multiplies it by the real number `b ^ (4m)`. -/
theorem phase_period (b : ℝ) (m r : ℕ) :
    (-(I * (b : ℂ))) ^ (4 * m + r) = (b : ℂ) ^ (4 * m) * (-(I * (b : ℂ))) ^ r := by
  have h4 : (-(I * (b : ℂ))) ^ 4 = (b : ℂ) ^ 4 := by
    linear_combination ((b : ℂ) ^ 4 * (I ^ 2 - 1)) * I_sq
  have hw : (-(I * (b : ℂ))) ^ (4 * m) = (b : ℂ) ^ (4 * m) := by
    rw [pow_mul, h4, ← pow_mul]
  rw [pow_add, hw]
```

## (c) Pass to squared moduli

Let $p,q$ be real and $(1+ib)z=p+iq$. Show that

$$(1+b^2)|z|^2=p^2+q^2.$$

**Solution.** Take the squared modulus of both sides; it is multiplicative, and $|1+ib|^2=1+b^2$. In Lean, `Complex.normSq` plays this role.

```lean
private theorem norm_sq_aux (b p q : ℝ) (z : ℂ) (h : (1 + I * b) * z = p + q * I) :
    (1 + b ^ 2) * ‖z‖ ^ 2 = p ^ 2 + q ^ 2 := by
  have h2 := congrArg Complex.normSq h
  have e1 : Complex.normSq (1 + I * b) = 1 + b ^ 2 := by
    simp [Complex.normSq_apply]; ring
  have e2 : Complex.normSq (p + q * I) = p ^ 2 + q ^ 2 := by
    simp [Complex.normSq_apply]; ring
  rw [Complex.normSq_mul, e1, e2, Complex.normSq_eq_norm_sq] at h2
  exact h2
```

## (d) Compute the norm balance for $k=4m+1$ and $k=4m+2$

Show that

$$\begin{aligned}(1+b^2)(|x_{4m+1}|^2-1)&=4b^{4m+2}(b^{4m+2}+1),\\(1+b^2)(|x_{4m+2}|^2-1)&=4b^{4m+4}(b^{4m+2}+1).\end{aligned}$$

**Solution.** By (a) and (b),

$$\begin{aligned}(1+ib)x_{4m+1}&=1+2b^{4m+2}-ib,\\(1+ib)x_{4m+2}&=1-i(b+2b^{4m+3}).\end{aligned}$$

Apply (c) and subtract $1+b^2$. What remains is $4b^{4m+2}+4b^{8m+4}$ in the first case and $4b^{4m+4}+4b^{8m+6}$ in the second. Lean writes the even powers as squares, such as `(b ^ (2 * m + 1)) ^ 2`, which makes their sign evident.

```lean
/-- Norm balance of the iterates `4m+1` and `4m+2`. -/
theorem balance_growing (b : ℝ) (m : ℕ) :
    (1 + b ^ 2) * (‖amp b (4 * m + 1)‖ ^ 2 - 1)
        = 4 * (b ^ (2 * m + 1)) ^ 2 * ((b ^ (2 * m + 1)) ^ 2 + 1) ∧
    (1 + b ^ 2) * (‖amp b (4 * m + 2)‖ ^ 2 - 1)
        = 4 * (b ^ (2 * m + 2)) ^ 2 * ((b ^ (2 * m + 1)) ^ 2 + 1) := by
  constructor
  · have h := norm_sq_aux b (1 + 2 * b ^ (4 * m + 2)) (-b) (amp b (4 * m + 1)) (by
      rw [amp_closed, show 4 * m + 1 + 1 = 4 * m + 2 from rfl, phase_period]
      push_cast
      linear_combination (-2 * (b : ℂ) ^ (4 * m + 2)) * I_sq)
    linear_combination h
  · have h := norm_sq_aux b 1 (-b - 2 * b ^ (4 * m + 3)) (amp b (4 * m + 2)) (by
      rw [amp_closed, show 4 * m + 2 + 1 = 4 * m + 3 from rfl, phase_period]
      push_cast
      linear_combination (2 * (b : ℂ) ^ (4 * m + 3) * I) * I_sq)
    linear_combination h
```

## (e) Compute the norm balance for $k=4m+3$ and $k=4m+4$

Show that

$$\begin{aligned}(1+b^2)(|x_{4m+3}|^2-1)&=4b^{4m+4}(b^{4m+4}-1),\\(1+b^2)(|x_{4m+4}|^2-1)&=4b^{4m+6}(b^{4m+4}-1).\end{aligned}$$

**Solution.** Now

$$\begin{aligned}(1+ib)x_{4m+3}&=1-2b^{4m+4}-ib,\\(1+ib)x_{4m+4}&=1+i(-b+2b^{4m+5}).\end{aligned}$$

After (c) and the subtraction, $-4b^{4m+4}+4b^{8m+8}$ and $-4b^{4m+6}+4b^{8m+10}$ remain. The phase has turned the plus sign of (d) into a minus.

```lean
/-- Norm balance of the iterates `4m+3` and `4m+4`. -/
theorem balance_conditional (b : ℝ) (m : ℕ) :
    (1 + b ^ 2) * (‖amp b (4 * m + 3)‖ ^ 2 - 1)
        = 4 * (b ^ (2 * m + 2)) ^ 2 * (b ^ (4 * m + 4) - 1) ∧
    (1 + b ^ 2) * (‖amp b (4 * m + 4)‖ ^ 2 - 1)
        = 4 * (b ^ (2 * m + 3)) ^ 2 * (b ^ (4 * m + 4) - 1) := by
  constructor
  · have h := norm_sq_aux b (1 - 2 * b ^ (4 * m + 4)) (-b) (amp b (4 * m + 3)) (by
      rw [amp_closed, show 4 * m + 3 + 1 = 4 * m + 4 from rfl, phase_period]
      push_cast
      linear_combination (-2 * (b : ℂ) ^ (4 * m + 4) * (I ^ 2 - 1)) * I_sq)
    linear_combination h
  · have h := norm_sq_aux b 1 (-b + 2 * b ^ (4 * m + 5)) (amp b (4 * m + 4)) (by
      rw [amp_closed, show 4 * m + 4 + 1 = 4 * m + 5 from rfl, phase_period]
      push_cast
      linear_combination (2 * (b : ℂ) ^ (4 * m + 5) * I * (I ^ 2 - 1)) * I_sq)
    linear_combination h
```

## (f) Identify the iterates that always amplify

Show that for $b\ne0$ and every $m\ge 0$

$$|x_{4m+1}|>1,\qquad |x_{4m+2}|>1.$$

**Solution.** Both right sides in (d) are positive, and so is $1+b^2$. Hence $|x_k|^2>1$. The local statement `key` treats both cases at once: a modulus $N\le1$ would make the left side nonpositive.

```lean
/-- The iterates `4m+1` and `4m+2` amplify for every nonzero step. -/
theorem always_unstable (b : ℝ) (hb : b ≠ 0) (m : ℕ) :
    1 < ‖amp b (4 * m + 1)‖ ∧ 1 < ‖amp b (4 * m + 2)‖ := by
  have key : ∀ (N : ℝ) (j : ℕ), 0 ≤ N →
      (1 + b ^ 2) * (N ^ 2 - 1) = 4 * (b ^ j) ^ 2 * ((b ^ (2 * m + 1)) ^ 2 + 1) →
      1 < N := by
    intro N j hN h
    by_contra hle
    have h1 : 0 ≤ 1 - N ^ 2 := by nlinarith [not_lt.mp hle]
    have h2 : 0 ≤ (1 + b ^ 2) * (1 - N ^ 2) := mul_nonneg (by positivity) h1
    have h3 : 0 < 4 * (b ^ j) ^ 2 * ((b ^ (2 * m + 1)) ^ 2 + 1) := by positivity
    rw [← h] at h3
    linarith
  exact ⟨key _ _ (norm_nonneg _) (balance_growing b m).1,
    key _ _ (norm_nonneg _) (balance_growing b m).2⟩
```

## (g) Find the threshold for the other iterates

Show that for every $m\ge 0$

$$|x_{4m+3}|\le1\iff|b|\le1,\qquad |x_{4m+4}|\le1\iff|b|\le1.$$

**Solution.** If $|b|\le1$, then $b^{4m+4}\le1$ and the right sides in (e) are nonpositive. If $|b|>1$, they are positive. Lean's `e` identifies $|b|^{4m+4}$ with $b^{4m+4}$, as the exponent is even; `key` then proves the two directions.

```lean
/-- Each of the iterates `4m+3` and `4m+4` is free of amplification exactly when the half
step satisfies `|b| ≤ 1`. -/
theorem stable_iff (b : ℝ) (m : ℕ) :
    (‖amp b (4 * m + 3)‖ ≤ 1 ↔ |b| ≤ 1) ∧ (‖amp b (4 * m + 4)‖ ≤ 1 ↔ |b| ≤ 1) := by
  have e : |b| ^ (4 * m + 4) = b ^ (4 * m + 4) :=
    (show Even (4 * m + 4) from ⟨2 * m + 2, by ring⟩).pow_abs b
  have key : ∀ (N : ℝ) (j : ℕ), 0 ≤ N →
      (1 + b ^ 2) * (N ^ 2 - 1) = 4 * (b ^ j) ^ 2 * (b ^ (4 * m + 4) - 1) →
      (N ≤ 1 ↔ |b| ≤ 1) := by
    intro N j hN h
    constructor
    · -- beyond the threshold the right-hand side is positive
      intro hle
      by_contra hb
      have hb1 : 1 < |b| := not_le.mp hb
      have hb0 : b ≠ 0 := abs_pos.mp (by linarith)
      have hp : 1 < |b| ^ (4 * m + 4) := one_lt_pow₀ hb1 (by omega)
      rw [e] at hp
      have h1 : 0 < 4 * (b ^ j) ^ 2 * (b ^ (4 * m + 4) - 1) :=
        mul_pos (by positivity) (sub_pos.mpr hp)
      have h2 : 0 ≤ (1 + b ^ 2) * (1 - N ^ 2) :=
        mul_nonneg (by positivity) (by nlinarith)
      rw [← h] at h1
      linarith
    · -- below the threshold it is nonpositive
      intro hb
      have hp : |b| ^ (4 * m + 4) ≤ 1 := pow_le_one₀ (abs_nonneg b) hb
      rw [e] at hp
      by_contra hN1
      have h1 : 0 < (1 + b ^ 2) * (N ^ 2 - 1) :=
        mul_pos (by positivity) (by nlinarith [not_le.mp hN1])
      have h2 : 0 ≤ 4 * (b ^ j) ^ 2 * (1 - b ^ (4 * m + 4)) :=
        mul_nonneg (by positivity) (sub_nonneg.mpr hp)
      rw [h] at h1
      linarith
  exact ⟨key _ _ (norm_nonneg _) (balance_conditional b m).1,
    key _ _ (norm_nonneg _) (balance_conditional b m).2⟩
```

## (h) Compare three, four and five iterations

Show that

$$|x_3|\le1\iff|b|\le1,\qquad |x_4|\le1\iff|b|\le1,\qquad b\ne0\Rightarrow|x_5|>1.$$

**Solution.** Take $m=0$ in (g) and $m=1$ in the first half of (f).

```lean
/-- More iterations can destabilise: the third and the fourth iterate are each stable exactly
for `|b| ≤ 1`, while the fifth amplifies for every nonzero `b`. -/
theorem more_iterations_destabilise (b : ℝ) :
    (‖amp b 3‖ ≤ 1 ↔ |b| ≤ 1) ∧ (‖amp b 4‖ ≤ 1 ↔ |b| ≤ 1) ∧ (b ≠ 0 → 1 < ‖amp b 5‖) :=
  ⟨(stable_iff b 0).1, (stable_iff b 0).2, fun hb => (always_unstable b hb 1).1⟩
```

## (i) Return to the state vector

Let $H\psi=E\psi$ with $E$ real. Show that

$$\psi_k=x_k\psi\quad\text{with } b=\tau E/2.$$

**Solution.** This holds at $k=0$. If it holds at $k$, then

$$\psi_{k+1}=\psi-\tfrac{i\tau}{2}(1+x_k)H\psi=\bigl(1-ib(1+x_k)\bigr)\psi=x_{k+1}\psi.$$

Lean follows this induction, using linearity of `H` and the eigenvalue equation `hψ`.

```lean
variable {V : Type*} [NormedAddCommGroup V] [NormedSpace ℂ V]

/-- On an eigenstate of energy `E` the iterated update multiplies the state by the
amplification factor at `b = τE/2`. -/
theorem iterate_eigenstate (H : V →ₗ[ℂ] V) (τ E : ℝ) (ψ : V)
    (hψ : H ψ = (E : ℂ) • ψ) (k : ℕ) :
    iterate H τ ψ k = amp (τ * E / 2) k • ψ := by
  induction k with
  | zero => simp [iterate, amp]
  | succ k ih =>
    simp only [iterate, amp]
    rw [ih, map_add, map_smul, hψ]
    push_cast
    module
```

## (j) State the result for norms

Let $\psi\ne0$ in addition. Show that

$$\begin{aligned}\|\psi_3\|\le\|\psi\|&\iff|\tau E/2|\le1,\\ \|\psi_4\|\le\|\psi\|&\iff|\tau E/2|\le1,\\ \tau E\ne0&\implies\|\psi_5\|>\|\psi\|.\end{aligned}$$

**Solution.** By (i), $\|\psi_k\|=|x_k|\,\|\psi\|$. Divide by $\|\psi\|>0$ and use (h).

For real-time propagation with a fixed linear Hamiltonian, this means that adding a corrector sweep can cost stability, even on a single eigenstate. Superpositions and Hamiltonians that depend on time or on the state are not treated.

```lean
/-- For an energy eigenstate, three or four iterations do not increase the norm exactly when
`|τE/2| ≤ 1`, while five iterations increase it whenever `τE` is nonzero. -/
theorem eigenstate_norm (H : V →ₗ[ℂ] V) (τ E : ℝ) (ψ : V) (h0 : ψ ≠ 0)
    (hψ : H ψ = (E : ℂ) • ψ) :
    (‖iterate H τ ψ 3‖ ≤ ‖ψ‖ ↔ |τ * E / 2| ≤ 1) ∧
    (‖iterate H τ ψ 4‖ ≤ ‖ψ‖ ↔ |τ * E / 2| ≤ 1) ∧
    (τ * E ≠ 0 → ‖ψ‖ < ‖iterate H τ ψ 5‖) := by
  have hpos : 0 < ‖ψ‖ := norm_pos_iff.mpr h0
  obtain ⟨h3, h4, h5⟩ := more_iterations_destabilise (τ * E / 2)
  simp only [iterate_eigenstate H τ E ψ hψ, norm_smul]
  refine ⟨(mul_le_iff_le_one_left hpos).trans h3,
    (mul_le_iff_le_one_left hpos).trans h4, fun hE => ?_⟩
  have h := h5 (div_ne_zero hE two_ne_zero)
  nlinarith [mul_pos (sub_pos.mpr h) hpos]

end

end IteratedCrankNicolson
```

```lean
#print axioms IteratedCrankNicolson.more_iterations_destabilise
#print axioms IteratedCrankNicolson.eigenstate_norm
```

```
'IteratedCrankNicolson.more_iterations_destabilise' depends on axioms: [propext, Classical.choice, Quot.sound]
'IteratedCrankNicolson.eigenstate_norm' depends on axioms: [propext, Classical.choice, Quot.sound]
```

## Closer to Crank–Nicolson, yet unstable

Let $c=(1-ib)/(1+ib)$ be the exact Crank–Nicolson factor, which has modulus one. Dividing the formula in (a) by $1+ib$ gives, by hand,

$$|x_k-c|=\frac{2|b|^{k+1}}{\sqrt{1+b^2}}.$$

For $0<|b|<1$ the fifth iterate is therefore closer to $c$ than the fourth, although it lies outside the unit circle. For such $b$ every iteration brings $x_k$ closer to $c$, but stability depends on whether $x_k$ lies outside the unit circle.
